# The average of PAP over all n-qubit Pauli strings depends only on the trace of A

An n-qubit basis state is modelled here as a bit string, a function `Fin n → Fin 2`, and an n-qubit operator as a complex matrix indexed by such strings. The tensor product of single-qubit Pauli matrices then becomes an ordinary product of their entries, one factor per qubit.

In Lean 4 with Mathlib:

```lean
import Mathlib

open Matrix
open scoped Kronecker

namespace PauliTwirling

noncomputable section

/-- The four single-qubit Pauli matrices, in the order identity, X, Y, Z. -/
def pauli : Fin 4 → Matrix (Fin 2) (Fin 2) ℂ :=
  ![1, !![0, 1; 1, 0], !![0, -Complex.I; Complex.I, 0], !![1, 0; 0, -1]]

/-- The `n`-qubit Pauli string with label `s`, as a matrix on bit strings whose entries are
products of single-qubit Pauli entries. -/
def pauliString {n : ℕ} (s : Fin n → Fin 4) : Matrix (Fin n → Fin 2) (Fin n → Fin 2) ℂ :=
  Matrix.of fun x y => ∏ i, pauli (s i) (x i) (y i)

/-- The Pauli twirl: the uniform average of `P A P` over all `4 ^ n` Pauli strings `P`. -/
def twirl {n : ℕ} (A : Matrix (Fin n → Fin 2) (Fin n → Fin 2) ℂ) :
    Matrix (Fin n → Fin 2) (Fin n → Fin 2) ℂ :=
  (1 / 4 ^ n : ℂ) • ∑ s : Fin n → Fin 4, pauliString s * A * pauliString s

/-- The partial trace over the qubits, leaving a matrix on the reference system `R`. -/
def traceQubits {n : ℕ} {R : Type*}
    (A : Matrix ((Fin n → Fin 2) × R) ((Fin n → Fin 2) × R) ℂ) : Matrix R R ℂ :=
  Matrix.of fun r r' => ∑ x, A (x, r) (x, r')

/-- The identity matrix on bit strings is the sitewise product of single-qubit identities. -/
theorem prod_one_apply {n : ℕ} (x y : Fin n → Fin 2) :
    ∏ i, (1 : Matrix (Fin 2) (Fin 2) ℂ) (x i) (y i)
      = (1 : Matrix (Fin n → Fin 2) (Fin n → Fin 2) ℂ) x y := by
  by_cases h : x = y
  · subst h
    simp
  · obtain ⟨i, hi⟩ := Function.ne_iff.mp h
    rw [Matrix.one_apply_ne h]
    exact Finset.prod_eq_zero (Finset.mem_univ i) (Matrix.one_apply_ne hi)

/-- Every Pauli string is Hermitian and squares to the identity. -/
theorem pauliString_hermitian_involution {n : ℕ} (s : Fin n → Fin 4) :
    (pauliString s)ᴴ = pauliString s ∧ pauliString s * pauliString s = 1 := by
  have hstar : ∀ a i j, starRingEnd ℂ (pauli a j i) = pauli a i j := by
    intro a i j
    fin_cases a <;> fin_cases i <;> fin_cases j <;> simp [pauli]
  have hsq : ∀ a, pauli a * pauli a = 1 := by
    intro a
    fin_cases a <;> ext i j <;> fin_cases i <;> fin_cases j <;>
      simp [pauli, Matrix.mul_apply, Matrix.one_apply, Fin.sum_univ_two]
  constructor
  · ext x y
    change starRingEnd ℂ (∏ i, pauli (s i) (y i) (x i)) = ∏ i, pauli (s i) (x i) (y i)
    rw [map_prod]
    exact Finset.prod_congr rfl fun i _ => hstar _ _ _
  · ext x y
    -- the sum over intermediate bit strings factorises over the sites
    have h : ∑ z : Fin n → Fin 2, ∏ i, (pauli (s i) (x i) (z i) * pauli (s i) (z i) (y i))
        = ∏ i, ∑ b, pauli (s i) (x i) b * pauli (s i) b (y i) := by
      rw [Finset.prod_univ_sum, Fintype.piFinset_univ]
    simp only [Matrix.mul_apply, pauliString, Matrix.of_apply, ← Finset.prod_mul_distrib]
    rw [h, ← prod_one_apply]
    refine Finset.prod_congr rfl fun i _ => ?_
    rw [← Matrix.mul_apply, hsq]

/-- Summed over the four Pauli matrices, a product of two entries is twice a product of
Kronecker deltas linking the outer and the inner indices. -/
theorem pauli_exchange (x y z w : Fin 2) :
    ∑ a, pauli a x y * pauli a z w = if x = w ∧ y = z then 2 else 0 := by
  fin_cases x <;> fin_cases y <;> fin_cases z <;> fin_cases w <;>
    simp [pauli, Fin.sum_univ_four] <;> norm_num

/-- The same index exchange for `n` qubits, with the factor `2 ^ n`. -/
theorem pauliString_exchange {n : ℕ} (x y z w : Fin n → Fin 2) :
    ∑ s : Fin n → Fin 4, pauliString s x y * pauliString s z w
      = if x = w ∧ y = z then 2 ^ n else 0 := by
  -- the sum over strings factorises into one sum per qubit
  have h : ∑ s : Fin n → Fin 4, ∏ i, (pauli (s i) (x i) (y i) * pauli (s i) (z i) (w i))
      = ∏ i, ∑ a, pauli a (x i) (y i) * pauli a (z i) (w i) := by
    rw [Finset.prod_univ_sum, Fintype.piFinset_univ]
  simp only [pauliString, Matrix.of_apply, ← Finset.prod_mul_distrib]
  rw [h]
  simp only [pauli_exchange]
  by_cases hx : x = w ∧ y = z
  · rw [if_pos hx]
    obtain ⟨rfl, rfl⟩ := hx
    simp
  · rw [if_neg hx]
    have hi : ∃ i, ¬(x i = w i ∧ y i = z i) := by
      by_contra hc
      have hall := fun i => not_not.mp (not_exists.mp hc i)
      exact hx ⟨funext fun i => (hall i).1, funext fun i => (hall i).2⟩
    obtain ⟨i, hi⟩ := hi
    exact Finset.prod_eq_zero (Finset.mem_univ i) (if_neg hi)

/-- The unnormalised sum of `P A P` over all Pauli strings is `2 ^ n tr A` times the identity. -/
theorem sum_pauli_conj {n : ℕ} (A : Matrix (Fin n → Fin 2) (Fin n → Fin 2) ℂ) :
    ∑ s : Fin n → Fin 4, pauliString s * A * pauliString s = (2 ^ n * A.trace) • 1 := by
  ext x w
  rw [Matrix.sum_apply]
  simp only [Matrix.mul_apply, Finset.sum_mul]
  calc _ = ∑ z, ∑ y, A y z * ∑ s : Fin n → Fin 4, pauliString s x y * pauliString s z w := by
        rw [Finset.sum_comm]
        refine Finset.sum_congr rfl fun z _ => ?_
        rw [Finset.sum_comm]
        refine Finset.sum_congr rfl fun y _ => ?_
        rw [Finset.mul_sum]
        exact Finset.sum_congr rfl fun s _ => by ring
    _ = _ := by
        simp only [pauliString_exchange]
        by_cases h : x = w
        · subst h
          simp [Matrix.trace, Finset.mul_sum, mul_comm]
        · simp [h]

/-- **Pauli twirling.** The average of `P A P` over all `n`-qubit Pauli strings is
`tr A / 2 ^ n` times the identity. -/
theorem pauli_twirl {n : ℕ} (A : Matrix (Fin n → Fin 2) (Fin n → Fin 2) ℂ) :
    twirl A = (A.trace / 2 ^ n) • 1 := by
  have h4 : (4 : ℂ) ^ n = 2 ^ n * 2 ^ n := by
    rw [← mul_pow]
    norm_num
  rw [twirl, sum_pauli_conj, smul_smul, h4]
  congr 1
  field_simp

/-- Two matrices have the same Pauli twirl exactly when they have the same trace. -/
theorem twirl_eq_iff {n : ℕ} (A B : Matrix (Fin n → Fin 2) (Fin n → Fin 2) ℂ) :
    twirl A = twirl B ↔ A.trace = B.trace := by
  rw [pauli_twirl, pauli_twirl]
  constructor
  · intro h
    have h0 := congrFun (congrFun h 0) 0
    simp only [Matrix.smul_apply, Matrix.one_apply_eq, smul_eq_mul, mul_one] at h0
    exact (div_left_inj' (pow_ne_zero n two_ne_zero)).mp h0
  · intro h
    rw [h]

/-- Twirling only the qubits of a joint system gives the identity over `2 ^ n` on the qubits,
tensored with the partial trace on the reference system. -/
theorem twirl_with_reference {n : ℕ} {R : Type*} [Fintype R] [DecidableEq R]
    (A : Matrix ((Fin n → Fin 2) × R) ((Fin n → Fin 2) × R) ℂ) :
    (1 / 4 ^ n : ℂ) • ∑ s : Fin n → Fin 4,
        (pauliString s ⊗ₖ (1 : Matrix R R ℂ)) * A * (pauliString s ⊗ₖ (1 : Matrix R R ℂ))
      = (1 / 2 ^ n : ℂ) •
        ((1 : Matrix (Fin n → Fin 2) (Fin n → Fin 2) ℂ) ⊗ₖ traceQubits A) := by
  ext ⟨x, r⟩ ⟨w, r'⟩
  -- each block with fixed reference indices is twirled separately
  have key : ∀ s : Fin n → Fin 4,
      ((pauliString s ⊗ₖ (1 : Matrix R R ℂ)) * A * (pauliString s ⊗ₖ (1 : Matrix R R ℂ)))
        (x, r) (w, r')
      = (pauliString s * A.submatrix (fun y => (y, r)) (fun y => (y, r')) * pauliString s)
        x w := by
    intro s
    simp [Matrix.mul_apply, Fintype.sum_prod_type, Matrix.one_apply]
  have h := congrFun (congrFun
    (pauli_twirl (A.submatrix (fun y => (y, r)) (fun y => (y, r')))) x) w
  simp only [twirl, Matrix.smul_apply, Matrix.sum_apply] at h ⊢
  simp only [key]
  refine h.trans ?_
  simp only [Matrix.kroneckerMap_apply, traceQubits, Matrix.of_apply, Matrix.trace,
    Matrix.diag_apply, Matrix.submatrix_apply, smul_eq_mul]
  ring

/-- For `n ≠ 0`, keeping `A` with weight `1 - p` and spreading a total weight `p` evenly over its
conjugates by the non-identity Pauli strings gives the depolarizing map of strength `4 ^ n p / (4 ^
n - 1)`. -/
theorem depolarizing_strength {n : ℕ} (hn : n ≠ 0) (p : ℂ)
    (A : Matrix (Fin n → Fin 2) (Fin n → Fin 2) ℂ) :
    (1 - p) • A + (p / (4 ^ n - 1)) •
        ∑ s ∈ Finset.univ.erase (0 : Fin n → Fin 4), pauliString s * A * pauliString s
      = (1 - 4 ^ n * p / (4 ^ n - 1)) • A
        + (4 ^ n * p / (4 ^ n - 1)) • ((A.trace / 2 ^ n) • 1) := by
  have hP : pauliString (0 : Fin n → Fin 4) = 1 := by
    ext x y
    exact prod_one_apply x y
  have hne : (4 : ℂ) ^ n - 1 ≠ 0 := by
    rw [sub_ne_zero]
    exact_mod_cast (Nat.one_lt_pow hn (by norm_num : 1 < 4)).ne'
  have h1 : ((4 : ℂ) ^ n - 1) * ((4 : ℂ) ^ n - 1)⁻¹ = 1 := mul_inv_cancel₀ hne
  have h3 : (4 : ℂ) ^ n * ((2 : ℂ) ^ n)⁻¹ = 2 ^ n := by
    have h4 : (4 : ℂ) ^ n = 2 ^ n * 2 ^ n := by
      rw [← mul_pow]
      norm_num
    rw [h4, mul_assoc, mul_inv_cancel₀ (pow_ne_zero n two_ne_zero), mul_one]
  -- the full sum is known, and the identity string contributes A itself
  rw [Finset.sum_erase_eq_sub (Finset.mem_univ _), sum_pauli_conj, hP, one_mul, mul_one]
  ext x w
  simp only [Matrix.add_apply, Matrix.sub_apply, Matrix.smul_apply, smul_eq_mul, div_eq_mul_inv]
  generalize (4 : ℂ) ^ n = D at h1 h3 ⊢
  generalize (2 : ℂ) ^ n = c at h3 ⊢
  generalize (D - 1)⁻¹ = d at h1 ⊢
  generalize (1 : Matrix (Fin n → Fin 2) (Fin n → Fin 2) ℂ) x w = e
  linear_combination (p * A x w) * h1 - (p * d * A.trace * e) * h3

end

end PauliTwirling
```

```lean
#print axioms PauliTwirling.pauli_twirl
#print axioms PauliTwirling.twirl_eq_iff
#print axioms PauliTwirling.twirl_with_reference
#print axioms PauliTwirling.depolarizing_strength
```

```
'PauliTwirling.pauli_twirl' depends on axioms: [propext, Classical.choice, Quot.sound]
'PauliTwirling.twirl_eq_iff' depends on axioms: [propext, Classical.choice, Quot.sound]
'PauliTwirling.twirl_with_reference' depends on axioms: [propext, Classical.choice, Quot.sound]
'PauliTwirling.depolarizing_strength' depends on axioms: [propext, Classical.choice, Quot.sound]
```

## Uniform Pauli errors on a register

A label \(s\), of type `Fin n → Fin 4`, picks one of \(\sigma_0=1\), \(\sigma_1=X\), \(\sigma_2=Y\), \(\sigma_3=Z\) for each qubit. The corresponding Pauli string \(P_s\) has entries
\[
P_s(x,y)=\prod_i \sigma_{s_i}(x_i,y_i).
\]
`twirl A` averages \(P_sAP_s\) over all \(4^n\) labels, and `pauli_twirl` states that, for every complex matrix \(A\),
\[
\frac1{4^n}\sum_s P_sAP_s=\frac{\operatorname{tr}A}{2^n}\,1 .
\]
No adjoint appears because `pauliString_hermitian_involution` shows that \(P_s\) is Hermitian with square one. Each term is therefore conjugation by a unitary error.

If \(A\) is a density matrix, the result is the maximally mixed state. Suppose a register holds a state whose molecular energy is to be measured, and a uniformly random Pauli string, the identity included, acts on it just before the measurement. The expectation value of the energy is then the mean of the eigenvalues of the qubit Hamiltonian, counted with multiplicity, whatever state was prepared.

The name "Pauli twirling" is also used for averaging a noise channel between matching Pauli operations, which turns it into a Pauli channel. The theorem here concerns the average of a matrix.

For \(n=0\) there is one bit string and one Pauli string, so \(A\) is a single number and the average returns it. For \(n=1\) the statement reads \((A+XAX+YAY+ZAZ)/4=(\operatorname{tr}A/2)\,1\).

Operators could also be indexed by `Fin (2^n)` and Pauli strings built by repeated Kronecker products. The physics would be the same, but the proof would need an induction on \(n\) or a translation between indices where it now factorises over qubits.

## Exchanging the indices

The calculation rests on the one-qubit identity
\[
\sum_a\sigma_a(x,y)\,\sigma_a(z,w)=2\,\delta_{xw}\delta_{yz}.
\]
The matrices \(1\) and \(Z\) contribute only if \(x=y\) and \(z=w\); their terms add to 2 if \(x=z\) and cancel otherwise. The matrices \(X\) and \(Y\) contribute only if \(x\ne y\) and \(z\ne w\); their terms cancel if \(x=z\) and add to 2 if \(x\ne z\), in which case \(x=w\) and \(y=z\). `pauli_exchange` checks all sixteen index choices with `fin_cases`.

For \(n\) qubits, the sum over labels is a product of one such sum per qubit, by `Finset.prod_univ_sum`. This gives `pauliString_exchange`:
\[
\sum_sP_s(x,y)P_s(z,w)=2^n\delta_{xw}\delta_{yz}.
\]
If the strings fail to match, they do so at some site, and that factor is zero.

In `sum_pauli_conj` the sums are reordered and this identity is inserted:
\[
\Big(\sum_sP_sAP_s\Big)_{xw}
=\sum_{y,z}A_{yz}\sum_sP_s(x,y)P_s(z,w)
=2^n\delta_{xw}\sum_yA_{yy}.
\]
Division by \(4^n=2^n\cdot2^n\) gives the main theorem. Comparing one diagonal entry then yields `twirl_eq_iff`: two matrices have the same twirl exactly when their traces agree.

## Correlations and error rates

In `twirl_with_reference` the qubits are joined to a finite system \(R\), and the errors act on the qubits alone. For fixed reference indices \(r,r'\), the block \(A_{(y,r),(z,r')}\) is an n-qubit matrix, to which the main theorem applies. Its trace is the \((r,r')\) entry of the partial trace `traceQubits A`, so the average is
\[
\frac{1}{2^n}\,1\otimes\operatorname{tr}_{\text{qubits}}A .
\]
For a joint density matrix this is a product state: the correlations with \(R\) are gone.

`depolarizing_strength` treats noise that applies some non-identity string with total probability \(p\), spread evenly, an idealisation in which no error is favoured. Since \(P_0=1\), the non-identity terms sum to \(2^n\operatorname{tr}(A)\,1-A\). For \(n\ge1\),
\[
(1-p)A+\frac{p}{4^n-1}\big(2^n\operatorname{tr}(A)\,1-A\big)
=(1-\lambda)A+\lambda\frac{\operatorname{tr}A}{2^n}\,1,
\qquad \lambda=\frac{4^np}{4^n-1}.
\]
The final `linear_combination` performs this collection of coefficients. The identity holds for any complex \(p\); the reading as a probability requires \(0\le p\le1\). For one qubit \(\lambda=4p/3\), so an error rate quoted as \(p\) differs from the same noise quoted as \(\lambda\).
